# In a bare Coulomb field, the Thomas–Fermi mass-velocity energy diverges at the nucleus and scales as $Z^4$ outside $r=a/Z$

## Fast electrons close to a heavy nucleus

Electrons near a nucleus of large charge $Z$ move fast, and the first relativistic correction to their kinetic energy is the mass-velocity term. In atomic units, with $c$ the speed of light, an electron of momentum $q$ has kinetic energy

$$\sqrt{c^2q^2+c^4}-c^2=\frac{q^2}{2}-\frac{q^4}{8c^2}+\dots$$

For a hydrogen-like ion, lengths scale as $1/Z$ and momenta as $Z$, so the expectation value of the quartic term grows as $Z^4$. What does Thomas–Fermi theory, which treats the electrons at each point as a uniform gas, give for the same term?

Close to the nucleus the electrons hardly screen it, and the potential is nearly $-Z/r$. At zero chemical potential the fastest electron at radius $r$ satisfies $p^2/2=Z/r$, so the local Fermi momentum is

$$p(r)=\sqrt{2Z/r}.$$

This grows without bound as $r\to0$, and the mass-velocity energy may therefore fail to be finite. It does fail, but a cutoff at a radius $a/Z$, with $a>0$ a fixed number, restores the $Z^4$ law.

The cutoff is postulated. It stands for the distance at which the local picture stops making sense: at $r=a/Z$ the product $r\,p(r)=\sqrt{2a}$ does not depend on $Z$, so for $a$ of order one the electron's reduced wavelength $1/p$ is comparable with its distance from the nucleus.

## Divergence, tail and cutoff in the formal statement

Three definitions carry the model.

- `fermiMomentum Z r` is $p(r)$.
- `massVelocityDensity c p` is the energy density of a Fermi sphere of radius $p$. It integrates $q^4/(8c^2)$ with the density of states $q^2/\pi^2$, which counts both spins: $2\cdot4\pi q^2/(2\pi)^3=q^2/\pi^2$. It is a magnitude; the energy correction itself has a minus sign.
- `radialMassVelocity c Z r` is $4\pi r^2$ times that density at $p(r)$, the energy per unit radius.

For $c\neq0$, $Z>0$ and $a>0$, `massVelocity_cutoff` states three things:

1. The radial density is not integrable on $(0,R)$, written `Ioo 0 R`, for any $R>0$.
2. It is integrable on $(a/Z,\infty)$, written `Ioi (a / Z)`.
3. Its integral there is $2^{7/2}Z^4/(7\pi c^2\sqrt a)$.

The companion `cutoff_unique` says that, for given $Z$ and $a$, a cutoff radius $b>0$ yields this value exactly when $b=a/Z$.

One mistake in formalising the first item would be to express the divergence through the value of an integral. Lean assigns the value $0$ to the integral of a non-integrable function, so an equation for the integral over $(0,R)$ could be true and yet say nothing about a finite energy. The statement uses `IntegrableOn` instead.

The model has a point nucleus, no screening and no other relativistic terms, such as the Darwin and spin-orbit terms. It uses the bare Coulomb momentum out to infinity, although that form is meant for the inner region of an atom. The expansion in $q/c$ is also taken for granted: at the cutoff $p/c=(Z/c)\sqrt{2/a}$, which is small only if $Z/c$ is small enough. For relativistic density functional theory, this unscreened model shows that a local mass-velocity term evaluated on a Thomas–Fermi profile needs some treatment of the region near a point nucleus.

## The seventh power of the Fermi momentum

The integral over the Fermi sphere is elementary:

$$\int_0^p\frac{q^4}{8c^2}\,\frac{q^2}{\pi^2}\,dq=\frac{1}{8\pi^2c^2}\cdot\frac{p^7}{7}=\frac{p^7}{56\pi^2c^2}.$$

Multiplying by $4\pi r^2$ gives $r^2p(r)^7/(14\pi c^2)$. The Lean comments call $r^2p(r)^k$ the $k$-th momentum moment; it contains a power of the Fermi momentum and is not the average of $q^k$ over the electrons. For any natural number $k$,

$$r^2p(r)^k=r^2\left(\frac{2Z}{r}\right)^{k/2}=(2Z)^{k/2}\,r^{2-k/2},$$

and $k=7$ gives the radial density

$$\frac{(2Z)^{7/2}}{14\pi c^2}\,r^{-3/2}.$$

A power $r^s$ is integrable at the origin exactly when $s>-1$. Here $s=2-k/2$, so the condition is $k<6$. The electron number ($k=3$) and the non-relativistic kinetic energy ($k=5$) are finite near the nucleus. The mass-velocity energy ($k=7$) is not: for $0<\varepsilon<R$,

$$\int_\varepsilon^R r^{-3/2}\,dr=2\left(\frac1{\sqrt\varepsilon}-\frac1{\sqrt R}\right)\to\infty\quad\text{as }\varepsilon\to0.$$

## How the cutoff turns $Z^{7/2}$ into $Z^4$

Beyond a radius $b>0$ the same antiderivative gives $\int_b^\infty r^{-3/2}\,dr=2/\sqrt b$, and the energy outside $b$ is

$$\frac{(2Z)^{7/2}}{14\pi c^2}\cdot\frac{2}{\sqrt b}=\frac{(2Z)^{7/2}}{7\pi c^2\sqrt b}.$$

With $b$ held fixed this grows as $Z^{7/2}$. With $b=a/Z$ we have $1/\sqrt b=\sqrt Z/\sqrt a$, and the extra $\sqrt Z$ gives

$$\frac{2^{7/2}Z^4}{7\pi c^2\sqrt a}.$$

The exponent is thus the same for every $a$, while the coefficient depends on $a$, which the model does not determine.

For the converse, suppose that the cutoffs $b$ and $a/Z$ give the same energy. Both energies have the form of a common positive constant divided by the square root of the cutoff radius. Hence $\sqrt b=\sqrt{a/Z}$, and $b=a/Z$.

## The Lean development

```lean
import Mathlib

open Real MeasureTheory Set

namespace ThomasFermiMassVelocity

noncomputable section

/-- The Thomas-Fermi momentum `p(r) = √(2Z/r)` at zero chemical potential in the bare Coulomb
field of a nucleus of charge `Z ≥ 0`, for `r > 0` (atomic units). -/
def fermiMomentum (Z r : ℝ) : ℝ := √(2 * Z / r)

/-- The magnitude of the mass-velocity energy density of a Fermi sphere of radius `p`: the term
`q⁴/(8c²)` summed with the density of states `q²/π²` of both spins, for `c ≠ 0`. -/
def massVelocityDensity (c p : ℝ) : ℝ :=
  ∫ q in (0 : ℝ)..p, q ^ 4 / (8 * c ^ 2) * (q ^ 2 / π ^ 2)

/-- The radial mass-velocity density: `4πr²` times the local density at the Thomas-Fermi
momentum, for `c ≠ 0` and `r > 0`. -/
def radialMassVelocity (c Z r : ℝ) : ℝ :=
  4 * π * r ^ 2 * massVelocityDensity c (fermiMomentum Z r)

/-- The mass-velocity density of a Fermi sphere of radius `p` is `p⁷/(56π²c²)`. -/
theorem massVelocityDensity_eq (c p : ℝ) :
    massVelocityDensity c p = p ^ 7 / (56 * π ^ 2 * c ^ 2) := by
  have h : (fun q : ℝ => q ^ 4 / (8 * c ^ 2) * (q ^ 2 / π ^ 2)) =
      fun q => (1 / (8 * π ^ 2 * c ^ 2)) * q ^ 6 := by
    funext q
    ring
  rw [massVelocityDensity, h, intervalIntegral.integral_const_mul, integral_pow]
  push_cast
  ring

/-- The radial mass-velocity density is the seventh momentum moment `r² p(r)⁷`
divided by `14πc²`. -/
theorem radialMassVelocity_eq_moment (c Z r : ℝ) :
    radialMassVelocity c Z r = r ^ 2 * fermiMomentum Z r ^ 7 / (14 * π * c ^ 2) := by
  have h4 : 4 * π ≠ 0 := by positivity
  rw [radialMassVelocity, massVelocityDensity_eq, ← mul_div_assoc,
    show 56 * π ^ 2 * c ^ 2 = 4 * π * (14 * π * c ^ 2) by ring,
    show 4 * π * r ^ 2 * fermiMomentum Z r ^ 7 =
      4 * π * (r ^ 2 * fermiMomentum Z r ^ 7) by ring,
    mul_div_mul_left _ _ h4]

/-- For `Z ≥ 0` and `r > 0` the `k`-th momentum moment is a pure power of the radius:
`r² p(r)ᵏ = (2Z)^(k/2) r^(2 - k/2)`. -/
theorem sq_mul_fermiMomentum_pow {Z r : ℝ} (hZ : 0 ≤ Z) (hr : 0 < r) (k : ℕ) :
    r ^ 2 * fermiMomentum Z r ^ k =
      (2 * Z) ^ ((k : ℝ) / 2) * r ^ (2 - (k : ℝ) / 2) := by
  have h : fermiMomentum Z r ^ k = (2 * Z / r) ^ ((k : ℝ) / 2) := by
    rw [fermiMomentum, Real.sqrt_eq_rpow, ← Real.rpow_natCast,
      ← Real.rpow_mul (by positivity)]
    congr 1
    ring
  rw [h, Real.div_rpow (by positivity) hr.le, Real.rpow_sub hr, Real.rpow_two]
  ring

/-- For `Z ≥ 0` and `r > 0` the radial mass-velocity density is
`(2Z)^(7/2) r^(-3/2)/(14πc²)`. -/
theorem radialMassVelocity_eq (c : ℝ) {Z r : ℝ} (hZ : 0 ≤ Z) (hr : 0 < r) :
    radialMassVelocity c Z r =
      (2 * Z) ^ (7 / 2 : ℝ) * r ^ (-(3 / 2) : ℝ) / (14 * π * c ^ 2) := by
  have h := sq_mul_fermiMomentum_pow hZ hr 7
  have e1 : ((7 : ℕ) : ℝ) / 2 = 7 / 2 := by norm_num
  have e2 : (2 : ℝ) - 7 / 2 = -(3 / 2) := by norm_num
  rw [e1, e2] at h
  rw [radialMassVelocity_eq_moment, h]

/-- For `Z > 0` and `R > 0` the moment `r² p(r)ᵏ` is integrable on `(0,R)` exactly
when `k < 6`. -/
theorem moment_integrableOn_iff {Z R : ℝ} (hZ : 0 < Z) (hR : 0 < R) (k : ℕ) :
    IntegrableOn (fun r => r ^ 2 * fermiMomentum Z r ^ k) (Ioo 0 R) ↔ k < 6 := by
  have hA : 0 < (2 * Z) ^ ((k : ℝ) / 2) := by positivity
  have h : EqOn (fun r => r ^ 2 * fermiMomentum Z r ^ k)
      (fun r => (2 * Z) ^ ((k : ℝ) / 2) * r ^ (2 - (k : ℝ) / 2)) (Ioo 0 R) :=
    fun r hr => sq_mul_fermiMomentum_pow hZ.le hr.1 k
  have h2 : IntegrableOn (fun r : ℝ => (2 * Z) ^ ((k : ℝ) / 2) * r ^ (2 - (k : ℝ) / 2))
      (Ioo 0 R) ↔ IntegrableOn (fun r : ℝ => r ^ (2 - (k : ℝ) / 2)) (Ioo 0 R) :=
    integrable_const_mul_iff (IsUnit.mk0 _ hA.ne') _
  -- a power of r is integrable at the origin exactly when its exponent exceeds -1
  rw [integrableOn_congr_fun h measurableSet_Ioo, h2,
    intervalIntegral.integrableOn_Ioo_rpow_iff hR]
  constructor
  · intro hk
    have : (k : ℝ) < 6 := by linarith
    exact_mod_cast this
  · intro hk
    have : (k : ℝ) < 6 := by exact_mod_cast hk
    linarith

/-- For `Z ≥ 0` the radial mass-velocity density is integrable beyond any radius `b > 0`,
with integral `(2Z)^(7/2)/(7πc²√b)`. -/
theorem integral_outside (c : ℝ) {Z b : ℝ} (hZ : 0 ≤ Z) (hb : 0 < b) :
    IntegrableOn (fun r => radialMassVelocity c Z r) (Ioi b) ∧
      ∫ r in Ioi b, radialMassVelocity c Z r =
        (2 * Z) ^ (7 / 2 : ℝ) / (7 * π * c ^ 2 * √b) := by
  have h : EqOn (fun r => radialMassVelocity c Z r)
      (fun r => (2 * Z) ^ (7 / 2 : ℝ) / (14 * π * c ^ 2) * r ^ (-(3 / 2) : ℝ)) (Ioi b) := by
    intro r hr
    have hr0 : 0 < r := hb.trans hr
    simp only [radialMassVelocity_eq c hZ hr0]
    ring
  have hI : ∫ r in Ioi b, r ^ (-(3 / 2) : ℝ) = 2 / √b := by
    rw [integral_Ioi_rpow_of_lt (by norm_num : (-(3 / 2) : ℝ) < -1) hb,
      show (-(3 / 2) : ℝ) + 1 = -(1 / 2) by norm_num, Real.rpow_neg hb.le,
      ← Real.sqrt_eq_rpow]
    ring
  constructor
  · exact (integrableOn_congr_fun h measurableSet_Ioi).2
      (Integrable.const_mul (integrableOn_Ioi_rpow_of_lt (by norm_num) hb) _)
  · rw [setIntegral_congr_fun measurableSet_Ioi h, integral_const_mul, hI]
    ring

/-- For `c ≠ 0`, `Z > 0` and `a > 0` the radial mass-velocity density is not integrable on any
`(0,R)` with `R > 0`, but it is integrable over `r > a/Z`, with integral
`2^(7/2) Z⁴/(7πc²√a)`. -/
theorem massVelocity_cutoff {c Z a : ℝ} (hc : c ≠ 0) (hZ : 0 < Z) (ha : 0 < a) :
    (∀ R > 0, ¬ IntegrableOn (fun r => radialMassVelocity c Z r) (Ioo 0 R)) ∧
      IntegrableOn (fun r => radialMassVelocity c Z r) (Ioi (a / Z)) ∧
      ∫ r in Ioi (a / Z), radialMassVelocity c Z r =
        2 ^ (7 / 2 : ℝ) * Z ^ 4 / (7 * π * c ^ 2 * √a) := by
  obtain ⟨hint, hval⟩ := integral_outside c hZ.le (div_pos ha hZ)
  refine ⟨fun R hR h => ?_, hint, ?_⟩
  · -- integrability would carry over to the seventh moment, beyond the threshold k < 6
    have e : (fun r => r ^ 2 * fermiMomentum Z r ^ 7) =
        fun r => 14 * π * c ^ 2 * radialMassVelocity c Z r := by
      funext r
      rw [radialMassVelocity_eq_moment]
      field_simp
    have h7 : 7 < 6 := (moment_integrableOn_iff hZ hR 7).1 (by
      rw [e]
      exact Integrable.const_mul h _)
    omega
  · -- the cutoff radius supplies the missing factor √Z
    have hz : Z ^ (7 / 2 : ℝ) * √Z = Z ^ 4 := by
      rw [Real.sqrt_eq_rpow, ← Real.rpow_add hZ, ← Real.rpow_natCast]
      norm_num
    rw [hval, Real.sqrt_div ha.le, Real.mul_rpow (by norm_num) hZ.le, ← hz,
      ← mul_div_assoc, div_div_eq_mul_div]
    ring

/-- For `c ≠ 0`, `Z > 0` and `a > 0`, a cutoff radius `b > 0` gives the integral
`2^(7/2) Z⁴/(7πc²√a)` if and only if `b = a/Z`. -/
theorem cutoff_unique {c Z a b : ℝ} (hc : c ≠ 0) (hZ : 0 < Z) (ha : 0 < a) (hb : 0 < b) :
    ∫ r in Ioi b, radialMassVelocity c Z r =
      2 ^ (7 / 2 : ℝ) * Z ^ 4 / (7 * π * c ^ 2 * √a) ↔ b = a / Z := by
  have hab : 0 < a / Z := div_pos ha hZ
  have hA : (2 * Z) ^ (7 / 2 : ℝ) ≠ 0 := by positivity
  have hD : 7 * π * c ^ 2 ≠ 0 := by positivity
  rw [← (massVelocity_cutoff hc hZ ha).2.2]
  constructor
  · intro h
    rw [(integral_outside c hZ.le hb).2, (integral_outside c hZ.le hab).2,
      div_eq_div_iff (mul_ne_zero hD (Real.sqrt_pos.2 hb).ne')
        (mul_ne_zero hD (Real.sqrt_pos.2 hab).ne')] at h
    -- cancel the common factors, which leaves equal square roots
    have hs : √(a / Z) = √b := mul_left_cancel₀ hD (mul_left_cancel₀ hA h)
    exact (Real.sqrt_inj hb.le hab.le).1 hs.symm
  · intro h
    rw [h]

end

end ThomasFermiMassVelocity
```

```lean
#print axioms ThomasFermiMassVelocity.massVelocityDensity_eq
-- 'ThomasFermiMassVelocity.massVelocityDensity_eq' depends on axioms: [propext, Classical.choice, Quot.sound]
#print axioms ThomasFermiMassVelocity.cutoff_unique
-- 'ThomasFermiMassVelocity.cutoff_unique' depends on axioms: [propext, Classical.choice, Quot.sound]
```

## Power laws and integrability in Lean

`massVelocityDensity_eq` does the momentum integral. It rewrites the integrand as a constant times $q^6$, takes the constant outside and applies `integral_pow`. `radialMassVelocity_eq_moment` then cancels the factor $4\pi$ and leaves $r^2p^7/(14\pi c^2)$.

`sq_mul_fermiMomentum_pow` proves the power law for all $k$ at once. It writes the square root as a real power $1/2$, merges the exponents with `Real.rpow_mul`, and separates $2Z$ from $r$ with `Real.div_rpow`. These steps use $Z\ge0$ and $r>0$. The case $k=7$ is `radialMassVelocity_eq`, the explicit $r^{-3/2}$ formula.

`moment_integrableOn_iff` is the threshold $k<6$. On $(0,R)$ the moment agrees with a constant times a power of $r$, so `integrableOn_congr_fun` replaces one by the other. The constant is nonzero because $Z>0$, and `integrable_const_mul_iff` removes it. Mathlib's criterion `intervalIntegral.integrableOn_Ioo_rpow_iff` supplies the condition $-1<2-k/2$, and `linarith` turns this into $k<6$ and back.

`integral_outside` treats the tail beyond $b$. It again replaces the density by its power law, now on $(b,\infty)$. Integrability comes from `integrableOn_Ioi_rpow_of_lt`, since $-3/2<-1$, and the value $2/\sqrt b$ from `integral_Ioi_rpow_of_lt`.

`massVelocity_cutoff` combines these results. For the divergence, it assumes that the radial density is integrable on some $(0,R)$. Multiplication by $14\pi c^2$ would make the seventh moment integrable too, and the threshold lemma would then give $7<6$, which `omega` refutes. This is where $c\neq0$ enters, since the factor $c^2$ must cancel. The tail is `integral_outside` at $b=a/Z$, and the auxiliary identity `hz`, $Z^{7/2}\sqrt Z=Z^4$, produces the final power.

`cutoff_unique` first replaces the stated $Z^4$ value by the integral outside $a/Z$. In the forward direction it evaluates both integrals, cross-multiplies with `div_eq_div_iff` and cancels the nonzero common factors. The square roots that remain are equal, and `Real.sqrt_inj` gives $b=a/Z$. The reverse direction is substitution.
